# With a nonzero gradient, augmented-Hessian steps lower the quadratic model energy and shorten as the scaling grows

## Why would a stronger gradient coupling give a shorter step?

If a larger scaling could lengthen the step, the step control in my second-order SCF program would push the wrong way. When the orbital-rotation step $x$ leaves the trust region, the program raises $\alpha$ in

$$A_\alpha=\begin{pmatrix}0&\alpha g^T\\ \alpha g&H\end{pmatrix},$$

takes the lowest eigenvector again, scales it to $(1,\alpha x)$ and reads off the new $x$. Here $g$ is the orbital gradient and $H$ the orbital Hessian. But raising $\alpha$ makes the gradient look larger, and I would expect a larger gradient to give a longer step. Far from convergence $H$ can also have negative eigenvalues, so I am not even sure that the step points downhill. Does raising $\alpha$ always shorten it, and does the quadratic model always predict a lower energy?

## The stronger coupling also raises the level shift

Yes to both, for symmetric $H$, $g\neq0$ and $\alpha>0$, provided that the lowest eigenvector can be scaled to $(1,\alpha x)$. The stronger coupling lowers the least eigenvalue $\mu$, and $-\mu$ is the level shift in the Newton equation that $x$ solves. $H$ may be indefinite.

### From the two block rows to the energy and the length

The two rows of $A_\alpha(1,\alpha x)=\mu(1,\alpha x)$ read $\alpha^2\langle g,x\rangle=\mu$ and $\alpha g+\alpha Hx=\mu\alpha x$. Dividing the second by $\alpha$ gives

$$Hx=\mu x-g,\qquad\text{that is,}\qquad (H-\mu)x=-g.$$

Hence $\langle x,Hx\rangle=\mu|x|^2-\langle g,x\rangle$, and the predicted change is

$$\langle g,x\rangle+\tfrac12\langle x,Hx\rangle=\tfrac12\langle g,x\rangle+\tfrac12\mu|x|^2=\tfrac{\mu}{2}\left(\frac1{\alpha^2}+|x|^2\right).$$

Its sign is that of $\mu$. Since $\mu$ is the least eigenvalue of a symmetric matrix, every trial vector $(t,z)$ satisfies

$$\mu(t^2+|z|^2)\le 2\alpha t\langle g,z\rangle+\langle z,Hz\rangle.$$

Take $z=g$ and $t=-(\langle g,Hg\rangle+1)/(2\alpha|g|^2)$. The right side is then $-1$, so $\mu<0$ and the predicted change is negative.

Now let $\beta>\alpha$ have least eigenvalue $\nu$ and step $y$. Use the old eigenvector $(1,\alpha x)$ as a trial vector for $A_\beta$:

$$\nu(1+\alpha^2|x|^2)\le 2\alpha\beta\langle g,x\rangle+\alpha^2\langle x,Hx\rangle=\mu(1+\alpha^2|x|^2)+2\alpha(\beta-\alpha)\langle g,x\rangle.$$

The equality uses both row equations. Because $\langle g,x\rangle=\mu/\alpha^2<0$, the last term is negative, and $\nu<\mu$.

For the lengths, put $w=x-y$. Subtracting the two Newton equations gives

$$Hw=\mu x-\nu y=\mu w+(\mu-\nu)y.$$

If $w$ were zero, then $(\mu-\nu)y=0$ would force $y=0$, and $\nu=\beta^2\langle g,y\rangle=0$ would contradict $\nu<0$. So $w\neq0$. The trial vector $(0,w)$ for $A_\alpha$ gives

$$\mu|w|^2\le\langle w,Hw\rangle=\mu|w|^2+(\mu-\nu)\langle w,y\rangle,$$

hence $\langle w,y\rangle\ge0$. Therefore

$$|x|^2=|y+w|^2=|y|^2+2\langle w,y\rangle+|w|^2>|y|^2.$$

### What counts as a step

In the Lean file below, `n` is a finite index set for the real orbital-rotation parameters, and `Unit ⊕ n` adds the single reference component. `augHessian g H α` is $A_\alpha$, `augVec t y` is the vector $(t,y)$, and `predictedChange g H x` is the quadratic model's energy change. The symbol `⬝ᵥ` is the dot product and `*ᵥ` is matrix times vector.

`IsAugStep g H α μ x` has two parts: `eig` says that $(1,\alpha x)$ is an eigenvector with eigenvalue $\mu$, and `least` says that no eigenvalue of the same matrix lies below $\mu$. The eigenvector is not normalised. If a solver returns a unit vector $(c_0,c)$ with $c_0\neq0$, the step is $x=c/(\alpha c_0)$, and the predicted change becomes $\mu/(2\alpha^2c_0^2)$.

There are two main theorems.

- `predictedChange_eq_and_neg` says that for symmetric $H$, $g\neq0$ and $\alpha>0$, the predicted change equals $\mu(1/\alpha^2+|x|^2)/2$ and is negative.
- `larger_scaling` says that for symmetric $H$, $g\neq0$ and $0<\alpha<\beta$, with a step at each scaling, $\nu<\mu$ and $|y|^2<|x|^2$. Both inequalities are strict.

The existence of a step is assumed, and it can fail. For $H=\mathrm{diag}(3,-\tfrac12)$, $g=(2,0)$ and $\alpha=\tfrac12$, the lowest eigenvector is $(0,0,1)$, which has no reference component to scale to one. Physically, the gradient then has no component along the unstable direction, and the coupling is too weak to bring another eigenvalue below $-\tfrac12$.

`larger_scaling` compares two given scalings; it does not say that some scaling meets a prescribed trust radius. In a search over $\alpha$ within this finite, real quadratic model, it tells you which way to move when the step is too long. Passing to the real SCF energy takes a further step: the energy after the orbital rotation contains higher-order terms and may rise although the model predicts a fall, so the program must still compare the two.

```lean
import Mathlib

open Matrix

namespace ScaledAugmentedHessian

noncomputable section

variable {n : Type*} [Fintype n]

/-- The augmented Hessian `[[0, α gᵀ], [α g, H]]` with gradient `g`, Hessian `H` and
scaling `α`. -/
def augHessian (g : n → ℝ) (H : Matrix n n ℝ) (α : ℝ) : Matrix (Unit ⊕ n) (Unit ⊕ n) ℝ :=
  Matrix.fromBlocks 0 (Matrix.of fun _ j => α * g j) (Matrix.of fun i _ => α * g i) H

/-- The vector `(t, y)` with reference component `t` and orbital-rotation part `y`. -/
def augVec (t : ℝ) (y : n → ℝ) : Unit ⊕ n → ℝ := Sum.elim (fun _ => t) y

/-- The energy change `⟨g,x⟩ + ⟨x,Hx⟩/2` that the quadratic model predicts for the step `x`. -/
def predictedChange (g : n → ℝ) (H : Matrix n n ℝ) (x : n → ℝ) : ℝ :=
  g ⬝ᵥ x + (x ⬝ᵥ H *ᵥ x) / 2

/-- `x` is an augmented-Hessian step with scaling `α`: `(1, α x)` is an eigenvector of the
augmented Hessian, and its eigenvalue `μ` is the least one. -/
structure IsAugStep (g : n → ℝ) (H : Matrix n n ℝ) (α μ : ℝ) (x : n → ℝ) : Prop where
  eig : augHessian g H α *ᵥ augVec 1 (α • x) = μ • augVec 1 (α • x)
  least : ∀ (ν : ℝ) (v : Unit ⊕ n → ℝ), v ≠ 0 → augHessian g H α *ᵥ v = ν • v → μ ≤ ν

/-- A nonzero real vector has positive squared length. -/
theorem self_pos {m : Type*} [Fintype m] (v : m → ℝ) (hv : v ≠ 0) : 0 < v ⬝ᵥ v := by
  have h : 0 ≤ v ⬝ᵥ v := Finset.sum_nonneg fun i _ => mul_self_nonneg (v i)
  exact lt_of_le_of_ne h fun h0 => hv (dotProduct_self_eq_zero.1 h0.symm)

/-- Rayleigh bound: if no eigenvalue of a real symmetric matrix lies below `μ`, then
`μ ⟨v,v⟩ ≤ ⟨v,Av⟩` for every trial vector `v`. -/
theorem rayleigh_bound {m : Type*} [Fintype m] (A : Matrix m m ℝ) (hA : A.IsHermitian) (μ : ℝ)
    (h : ∀ (ν : ℝ) (v : m → ℝ), v ≠ 0 → A *ᵥ v = ν • v → μ ≤ ν) (v : m → ℝ) :
    μ * (v ⬝ᵥ v) ≤ v ⬝ᵥ A *ᵥ v := by
  classical
  have hB : (A - μ • (1 : Matrix m m ℝ)).IsHermitian :=
    hA.sub (by simp [Matrix.IsHermitian])
  -- every eigenvalue of the shifted matrix is nonnegative
  have hP : (A - μ • (1 : Matrix m m ℝ)).PosSemidef := by
    refine hB.posSemidef_iff_eigenvalues_nonneg.2 fun j => ?_
    have e := hB.mulVec_eigenvectorBasis j
    rw [Matrix.sub_mulVec, Matrix.smul_mulVec, Matrix.one_mulVec] at e
    have hv : (hB.eigenvectorBasis j).ofLp ≠ 0 := fun h0 =>
      hB.eigenvectorBasis.orthonormal.ne_zero j (by ext i; exact congrFun h0 i)
    have k := h (hB.eigenvalues j + μ) _ hv (by linear_combination (norm := module) e)
    change 0 ≤ hB.eigenvalues j
    linarith
  have q := hP.dotProduct_mulVec_nonneg v
  simp only [star_trivial, Matrix.sub_mulVec, Matrix.smul_mulVec, Matrix.one_mulVec,
    dotProduct_sub, dotProduct_smul, smul_eq_mul] at q
  linarith

/-- The augmented Hessian sends `(t, y)` to `(α⟨g,y⟩, α t g + H y)`. -/
theorem augHessian_mulVec (g : n → ℝ) (H : Matrix n n ℝ) (α t : ℝ) (y : n → ℝ) :
    augHessian g H α *ᵥ augVec t y = augVec (α * (g ⬝ᵥ y)) ((α * t) • g + H *ᵥ y) := by
  ext i
  rcases i with i | i
  · simp [augHessian, augVec, Matrix.mulVec, dotProduct, Finset.mul_sum, mul_assoc]
  · simp [augHessian, augVec, Matrix.mulVec, dotProduct]
    ring

/-- For `α > 0` the step obeys `α²⟨g,x⟩ = μ` and the level-shifted Newton equation
`H x = μ x - g`. -/
theorem step_equations {g x : n → ℝ} {H : Matrix n n ℝ} {α μ : ℝ} (hα : 0 < α)
    (h : IsAugStep g H α μ x) : α ^ 2 * (g ⬝ᵥ x) = μ ∧ H *ᵥ x = μ • x - g := by
  have e := h.eig
  rw [augHessian_mulVec] at e
  constructor
  · have h0 : α * (α * (g ⬝ᵥ x)) = μ := by
      simpa [augVec, dotProduct_smul] using congrFun e (Sum.inl ())
    linarith
  · ext i
    have h1 : α * g i + α * (H *ᵥ x) i = μ * (α * x i) := by
      simpa [augVec, Matrix.mulVec_smul] using congrFun e (Sum.inr i)
    have h2 : (H *ᵥ x) i = μ * x i - g i :=
      mul_left_cancel₀ hα.ne' (by linarith)
    simpa using h2

/-- For symmetric `H`, the eigenvalue `μ` of an augmented-Hessian step satisfies
`μ (t² + |y|²) ≤ 2 α t ⟨g,y⟩ + ⟨y,Hy⟩` for every trial vector `(t, y)`. -/
theorem step_rayleigh {g x : n → ℝ} {H : Matrix n n ℝ} {α μ : ℝ} (hH : H.IsSymm)
    (h : IsAugStep g H α μ x) (t : ℝ) (y : n → ℝ) :
    μ * (t ^ 2 + y ⬝ᵥ y) ≤ 2 * α * t * (g ⬝ᵥ y) + y ⬝ᵥ H *ᵥ y := by
  have hA : (augHessian g H α).IsHermitian := Matrix.IsHermitian.ext fun i j => by
    rcases i with i | i <;> rcases j with j | j <;> simp [augHessian, hH.apply]
  have dot : ∀ (s r : ℝ) (a b : n → ℝ), augVec s a ⬝ᵥ augVec r b = s * r + a ⬝ᵥ b := by
    intro s r a b
    simp [augVec, dotProduct]
  have R := rayleigh_bound _ hA μ h.least (augVec t y)
  rw [augHessian_mulVec, dot, dot, dotProduct_add, dotProduct_smul, smul_eq_mul,
    dotProduct_comm y g] at R
  linarith

/-- For symmetric `H`, nonzero gradient and `α > 0`, the eigenvalue `μ` of an augmented-Hessian step
is negative. -/
theorem least_eigenvalue_neg {g x : n → ℝ} {H : Matrix n n ℝ} {α μ : ℝ} (hH : H.IsSymm)
    (hg : g ≠ 0) (hα : 0 < α) (h : IsAugStep g H α μ x) : μ < 0 := by
  have hG := self_pos g hg
  by_contra hμ
  -- trial vector (t, g) with t so negative that the quadratic form equals -1
  have R := step_rayleigh hH h (-(g ⬝ᵥ H *ᵥ g + 1) / (2 * α * (g ⬝ᵥ g))) g
  have e : 2 * α * (-(g ⬝ᵥ H *ᵥ g + 1) / (2 * α * (g ⬝ᵥ g))) * (g ⬝ᵥ g)
      = -(g ⬝ᵥ H *ᵥ g + 1) := by
    field_simp
  rw [e] at R
  have p := mul_nonneg (not_lt.1 hμ)
    (add_nonneg (sq_nonneg (-(g ⬝ᵥ H *ᵥ g + 1) / (2 * α * (g ⬝ᵥ g)))) hG.le)
  linarith

/-- For symmetric `H`, nonzero gradient and `α > 0`, the predicted energy change of the
augmented-Hessian step is `μ (1/α² + |x|²)/2`, and it is negative. -/
theorem predictedChange_eq_and_neg {g x : n → ℝ} {H : Matrix n n ℝ} {α μ : ℝ} (hH : H.IsSymm)
    (hg : g ≠ 0) (hα : 0 < α) (h : IsAugStep g H α μ x) :
    predictedChange g H x = μ * (1 / α ^ 2 + x ⬝ᵥ x) / 2 ∧ predictedChange g H x < 0 := by
  obtain ⟨h1, h2⟩ := step_equations hα h
  have hs : g ⬝ᵥ x = μ / α ^ 2 := by
    rw [eq_div_iff (by positivity)]
    linarith
  have e : predictedChange g H x = μ * (1 / α ^ 2 + x ⬝ᵥ x) / 2 := by
    rw [predictedChange, h2, dotProduct_sub, dotProduct_smul, smul_eq_mul,
      dotProduct_comm x g, hs]
    ring
  refine ⟨e, ?_⟩
  have hN : 0 ≤ x ⬝ᵥ x := Finset.sum_nonneg fun i _ => mul_self_nonneg (x i)
  have hp : 0 < 1 / α ^ 2 + x ⬝ᵥ x := by positivity
  have := mul_neg_of_neg_of_pos (least_eigenvalue_neg hH hg hα h) hp
  linarith

/-- For symmetric `H`, nonzero gradient and `0 < α < β`, if `x` is an augmented-Hessian step at
scaling `α` and `y` is one at scaling `β`, then `β` has the strictly lower least eigenvalue and `y`
is strictly shorter than `x`. -/
theorem larger_scaling {g x y : n → ℝ} {H : Matrix n n ℝ} {α β μ ν : ℝ} (hH : H.IsSymm)
    (hg : g ≠ 0) (hα : 0 < α) (hαβ : α < β) (hx : IsAugStep g H α μ x)
    (hy : IsAugStep g H β ν y) : ν < μ ∧ y ⬝ᵥ y < x ⬝ᵥ x := by
  obtain ⟨x1, x2⟩ := step_equations hα hx
  obtain ⟨y1, y2⟩ := step_equations (hα.trans hαβ) hy
  have hμ := least_eigenvalue_neg hH hg hα hx
  have hν := least_eigenvalue_neg hH hg (hα.trans hαβ) hy
  have hlt : ν < μ := by
    -- the eigenvector for α is a trial vector for β
    have R := step_rayleigh hH hy 1 (α • x)
    simp only [Matrix.mulVec_smul, x2, smul_dotProduct, dotProduct_smul, dotProduct_sub,
      smul_eq_mul, dotProduct_comm x g] at R
    have hN : 0 ≤ x ⬝ᵥ x := Finset.sum_nonneg fun i _ => mul_self_nonneg (x i)
    have hs : g ⬝ᵥ x < 0 := by
      by_contra hc
      have := mul_nonneg (sq_nonneg α) (not_lt.1 hc)
      linarith
    have hd := mul_neg_of_pos_of_neg (mul_pos hα (sub_pos.2 hαβ)) hs
    by_contra hc
    have hp := mul_nonneg (sub_nonneg.2 (not_lt.1 hc))
      (add_nonneg zero_le_one (mul_nonneg (sq_nonneg α) hN))
    linarith
  refine ⟨hlt, ?_⟩
  -- the difference of the two level-shifted Newton equations
  have hw : H *ᵥ (x - y) = μ • (x - y) + (μ - ν) • y := by
    rw [Matrix.mulVec_sub, x2, y2]
    module
  have hne : x - y ≠ 0 := by
    intro h0
    rw [h0, Matrix.mulVec_zero, smul_zero, zero_add] at hw
    have hy0 : y = 0 := (smul_eq_zero.1 hw.symm).resolve_left (sub_pos.2 hlt).ne'
    rw [hy0, dotProduct_zero, mul_zero] at y1
    linarith
  have R := step_rayleigh hH hx 0 (x - y)
  rw [hw, dotProduct_add, dotProduct_smul, dotProduct_smul, smul_eq_mul, smul_eq_mul] at R
  have hc : 0 ≤ (x - y) ⬝ᵥ y := by
    by_contra hc
    have := mul_neg_of_pos_of_neg (sub_pos.2 hlt) (not_le.1 hc)
    linarith
  have hp := self_pos _ hne
  simp only [sub_dotProduct, dotProduct_sub, dotProduct_comm y x] at hc hp
  linarith

/-- For the indefinite Hessian `diag(3, -1/2)` and gradient `(2, 0)`, the scalings `1` and `9/5`
have least eigenvalues `-1` and `-12/5` with steps `(-1/2, 0)` and `(-10/27, 0)`. -/
theorem isAugStep_witness :
    IsAugStep ![2, 0] !![3, 0; 0, -1/2] 1 (-1) ![-1/2, 0] ∧
    IsAugStep ![2, 0] !![3, 0; 0, -1/2] (9/5) (-12/5) ![-10/27, 0] := by
  refine ⟨⟨?_, ?_⟩, ⟨?_, ?_⟩⟩
  · rw [augHessian_mulVec]
    ext i
    rcases i with i | i
    · norm_num [augVec, dotProduct, Fin.sum_univ_two]
    · fin_cases i <;> norm_num [augVec, Matrix.mulVec, dotProduct, Fin.sum_univ_two,
        Matrix.vecHead, Matrix.vecTail]
  · intro ν v hv h
    have h0 := congrFun h (Sum.inl ())
    have h1 := congrFun h (Sum.inr 0)
    have h2 := congrFun h (Sum.inr 1)
    have hN := self_pos v hv
    simp [-mul_eq_mul_right_iff, augHessian, Matrix.mulVec, dotProduct,
      Fin.sum_univ_two] at h0 h1 h2 hN
    -- the shifted quadratic form is a sum of squares
    have key : (ν + 1) * (v (Sum.inl ()) * v (Sum.inl ()) + (v (Sum.inr 0) * v (Sum.inr 0)
        + v (Sum.inr 1) * v (Sum.inr 1)))
        = (v (Sum.inl ()) + 2 * v (Sum.inr 0)) ^ 2 + 1 / 2 * v (Sum.inr 1) ^ 2 := by
      linear_combination -v (Sum.inl ()) * h0 - v (Sum.inr 0) * h1 - v (Sum.inr 1) * h2
    by_contra hc
    have hp := mul_pos (by linarith : 0 < -(ν + 1)) hN
    nlinarith [sq_nonneg (v (Sum.inl ()) + 2 * v (Sum.inr 0)), sq_nonneg (v (Sum.inr 1))]
  · rw [augHessian_mulVec]
    ext i
    rcases i with i | i
    · norm_num [augVec, dotProduct, Fin.sum_univ_two]
    · fin_cases i <;> norm_num [augVec, Matrix.mulVec, dotProduct, Fin.sum_univ_two,
        Matrix.vecHead, Matrix.vecTail]
  · intro ν v hv h
    have h0 := congrFun h (Sum.inl ())
    have h1 := congrFun h (Sum.inr 0)
    have h2 := congrFun h (Sum.inr 1)
    have hN := self_pos v hv
    simp [-mul_eq_mul_right_iff, augHessian, Matrix.mulVec, dotProduct,
      Fin.sum_univ_two] at h0 h1 h2 hN
    have key : (ν + 12 / 5) * (v (Sum.inl ()) * v (Sum.inl ()) + (v (Sum.inr 0) * v (Sum.inr 0)
        + v (Sum.inr 1) * v (Sum.inr 1)))
        = 12 / 5 * (v (Sum.inl ()) + 3 / 2 * v (Sum.inr 0)) ^ 2
          + 19 / 10 * v (Sum.inr 1) ^ 2 := by
      linear_combination -v (Sum.inl ()) * h0 - v (Sum.inr 0) * h1 - v (Sum.inr 1) * h2
    by_contra hc
    have hp := mul_pos (by linarith : 0 < -(ν + 12 / 5)) hN
    nlinarith [sq_nonneg (v (Sum.inl ()) + 3 / 2 * v (Sum.inr 0)), sq_nonneg (v (Sum.inr 1))]

end

end ScaledAugmentedHessian
```

```lean
#print axioms ScaledAugmentedHessian.predictedChange_eq_and_neg
-- 'ScaledAugmentedHessian.predictedChange_eq_and_neg' depends on axioms: [propext, Classical.choice, Quot.sound]
#print axioms ScaledAugmentedHessian.larger_scaling
-- 'ScaledAugmentedHessian.larger_scaling' depends on axioms: [propext, Classical.choice, Quot.sound]
```

### From the Rayleigh bound to the shorter step

`rayleigh_bound` supplies the trial-vector inequality. It shifts the matrix to $A-\mu I$ and takes an eigenvector basis from the spectral theorem. Adding $\mu$ to an eigenvalue of the shifted matrix gives an eigenvalue of $A$, so the shifted eigenvalues are nonnegative. The shifted matrix is thus positive semidefinite, and evaluating its quadratic form gives the bound. `step_rayleigh` checks that the augmented Hessian is symmetric and writes the bound out for $(t,y)$.

`augHessian_mulVec` multiplies out the blocks. `step_equations` reads off the two rows and cancels $\alpha$ from the second, which needs $\alpha\neq0$. `least_eigenvalue_neg` supposes $\mu\ge0$ and inserts the trial vector $(t,g)$ chosen above: a nonnegative number would be at most $-1$. `self_pos` supplies $|g|^2>0$ there. `predictedChange_eq_and_neg` then substitutes the row equations and multiplies the negative $\mu$ by a positive bracket.

In `larger_scaling`, the first use of `step_rayleigh` takes $(1,\alpha x)$ at scaling $\beta$ and yields `hlt`, the ordering of the eigenvalues. The equation `hw` is the difference of the Newton equations, and `hne` is $w\neq0$. The second use takes $(0,x-y)$ at scaling $\alpha$ and yields `hc`, which is $\langle w,y\rangle\ge0$. The closing `linarith` combines this with $|w|^2>0$ after the dot products have been expanded.

`isAugStep_witness` shows that the assumptions can be met with an indefinite Hessian, namely the one above with $g=(2,0)$:

| $\alpha$ | $\mu$ | $x$ | normalised eigenvector | predicted change |
|---|---|---|---|---|
| $1$ | $-1$ | $(-\tfrac12,0)$ | $(2,-1,0)/\sqrt5$ | $-\tfrac58$ |
| $\tfrac95$ | $-\tfrac{12}5$ | $(-\tfrac{10}{27},0)$ | $(3,-2,0)/\sqrt{13}$ | $-\tfrac{130}{243}$ |

The theorem establishes the eigenvalues and steps; the last two columns follow by substitution. To show that each eigenvalue is the least, the proof takes an arbitrary eigenpair and writes its shifted quadratic form as a sum of squares. For $\alpha=1$ and an eigenvector $v=(v_0,v_1,v_2)$ with eigenvalue $\nu$, the identity `key` is

$$(\nu+1)|v|^2=(v_0+2v_1)^2+\tfrac12v_2^2,$$

so $\nu\ge-1$. The case $\alpha=\tfrac95$ works in the same way.
